# For two or more particles, iterating the average of all pair projectors $(1-P_{ij})/2$ converges pointwise to the antisymmetrizer

Put three identical fermions at distinct coordinates $a,b,c$, and let a trial function be 1 on the arrangement $(a,b,c)$ and 0 on the other five. Making it odd under one exchange does not make it odd under the others. So average the three results of projecting onto the odd part for one pair, and repeat.

After one step the value is $\tfrac12$ at $(a,b,c)$, $-\tfrac16$ at the three arrangements one exchange away, and 0 at the two cyclic ones. From then on the $-\tfrac16$ stays fixed, and each step halves the distance of the other values from $+\tfrac16$. The limit is odd under every exchange. Each step removes some of what is even under an exchange, and the fully antisymmetric part survives.

For $N$-electron trial functions, this reaches the antisymmetric component through two-particle exchanges alone, pointwise and with no stated rate.

```lean
import Mathlib

open Filter Topology Equiv

namespace AntisymmetrizerByPairProjections

noncomputable section

variable {X : Type*} {N : ℕ}
```

A configuration is a map $x$ from `Fin N` (particles $0,\dots,N-1$) to any set $X$; a point of $X$ may hold position and spin. The exchange acts by $(P_{ij}F)(x)=F(x\circ\tau)$, where $\tau$ is the swap of $i$ and $j$. Write $A_{ij}=(1-P_{ij})/2$ and $B_{ij}=(1+P_{ij})/2$.

```lean
/-- The projector `(1 - P_ij)/2` onto the part of `F` that is odd under exchange of `i` and `j`. -/
def antiPart (i j : Fin N) (F : (Fin N → X) → ℂ) : (Fin N → X) → ℂ :=
  fun x => (F x - F (x ∘ swap i j)) / 2

/-- The operator `(1 + P_ij)/2`, which gives the part of `F` even under exchange of `i` and `j`. -/
def symPart (i j : Fin N) (F : (Fin N → X) → ℂ) : (Fin N → X) → ℂ :=
  fun x => (F x + F (x ∘ swap i j)) / 2
```

For a finite set $S$ of pairs, $L=|S|^{-1}\sum_{p\in S}A_p$.

```lean
/-- The operator `L`: the average of the projectors `(1 - P_ij)/2` over a nonempty set `S`
of pairs. -/
def meanProj (S : Finset (Fin N × Fin N)) (F : (Fin N → X) → ℂ) : (Fin N → X) → ℂ :=
  fun x => (∑ p ∈ S, antiPart p.1 p.2 F x) / (S.card : ℂ)
```

The sign $\varepsilon_s$ of a permutation $s$ is called `parity`; it is not spatial parity.

```lean
/-- The sign of a permutation as a complex number. -/
def parity (s : Perm (Fin N)) : ℂ := ((Perm.sign s : ℤ) : ℂ)
```

The antisymmetrizer is $(\mathrm{Asym}\,F)(x)=\frac1{N!}\sum_s\varepsilon_sF(x\circ s)$. On a product of orthonormal orbitals it gives $1/\sqrt{N!}$ times the normalised Slater determinant.

```lean
/-- The antisymmetrizer: the signed average of `F` over all relabellings of the particles. -/
def asym (F : (Fin N → X) → ℂ) : (Fin N → X) → ℂ :=
  fun x => (∑ s : Perm (Fin N), parity s * F (x ∘ s)) / (N.factorial : ℂ)
```

The orbit weight $W_F(x)=\sum_s|F(x\circ s)|^2$ is a finite sum even for infinite $X$.

```lean
/-- The sum of `|F|²` over all relabellings of the configuration `x`. -/
def orbitWeight (F : (Fin N → X) → ℂ) (x : Fin N → X) : ℝ :=
  ∑ s : Perm (Fin N), ‖F (x ∘ s)‖ ^ 2
```

`Generates S` says that products of the exchanges in $S$ give every permutation.

```lean
/-- The exchanges of the pairs in `S` generate all permutations of the particles. -/
def Generates (S : Finset (Fin N × Fin N)) : Prop :=
  Subgroup.closure {s : Perm (Fin N) | ∃ p ∈ S, s = swap p.1 p.2} = ⊤
```

## (a) Weight of the odd and even parts

Show that, for any pair $i,j$,
$$W_{A_{ij}F}(x)+W_{B_{ij}F}(x)=W_F(x).$$

**Solution.** For complex $u,v$ the parallelogram law gives
$$\left|\tfrac{u-v}2\right|^2+\left|\tfrac{u+v}2\right|^2=\tfrac12(|u|^2+|v|^2).$$
Set $u=F(x\circ s)$ and $v=F(x\circ s\circ\tau)$, and sum over $s$. Since $s\mapsto s\tau$ is a bijection, both sums on the right equal $W_F(x)$. In Lean, `par` is the first step and `h` the relabelling.

```lean
/-- The orbit weight of `F` is the sum of the weights of its exchange-odd and
exchange-even parts. -/
theorem orbitWeight_split (i j : Fin N) (F : (Fin N → X) → ℂ) (x : Fin N → X) :
    orbitWeight (antiPart i j F) x + orbitWeight (symPart i j F) x = orbitWeight F x := by
  have h : ∑ s : Perm (Fin N), ‖F ((x ∘ s) ∘ swap i j)‖ ^ 2
      = ∑ s : Perm (Fin N), ‖F (x ∘ s)‖ ^ 2 :=
    Equiv.sum_comp (Equiv.mulRight (swap i j)) (fun s : Perm (Fin N) => ‖F (x ∘ s)‖ ^ 2)
  have par : ∀ a b : ℂ, ‖(a - b) / 2‖ ^ 2 + ‖(a + b) / 2‖ ^ 2 = (‖a‖ ^ 2 + ‖b‖ ^ 2) / 2 := by
    intro a b
    have h2 : ‖(2 : ℂ)‖ = 2 := by norm_num
    rw [norm_div, norm_div, h2]
    linear_combination (parallelogram_law_with_norm ℝ a b) / 4
  unfold orbitWeight
  rw [← Finset.sum_add_distrib]
  calc _ = ∑ s : Perm (Fin N), (‖F (x ∘ s)‖ ^ 2 + ‖F ((x ∘ s) ∘ swap i j)‖ ^ 2) / 2 :=
        Finset.sum_congr rfl fun s _ => par _ _
    _ = _ := by rw [← Finset.sum_div, Finset.sum_add_distrib, h]; ring
```

## (b) Weight lost in one step

For nonempty $S$, show that
$$|S|\,W_{LF}(x)+\sum_{p\in S}W_{B_pF}(x)\le|S|\,W_F(x).$$

**Solution.** By Cauchy–Schwarz, $|\sum_pA_pF(y)|^2\le|S|\sum_p|A_pF(y)|^2$. Dividing by $|S|$ gives $|S|\,|LF(y)|^2\le\sum_p|A_pF(y)|^2$, which is `conv`. Sum over $y=x\circ s$ (`h2`), add the even weights, and apply (a) to each pair (`h3`).

```lean
/-- For a nonempty set of pairs, one application of `L` lowers the orbit weight by at least the
mean weight of the exchange-even parts (stated multiplied by the number of pairs). -/
theorem orbitWeight_meanProj_le {S : Finset (Fin N × Fin N)} (hS : S.Nonempty)
    (F : (Fin N → X) → ℂ) (x : Fin N → X) :
    (S.card : ℝ) * orbitWeight (meanProj S F) x + ∑ p ∈ S, orbitWeight (symPart p.1 p.2 F) x
      ≤ S.card * orbitWeight F x := by
  have hc : (0 : ℝ) < S.card := by exact_mod_cast hS.card_pos
  -- convexity of the squared modulus
  have conv : ∀ y, (S.card : ℝ) * ‖meanProj S F y‖ ^ 2
      ≤ ∑ p ∈ S, ‖antiPart p.1 p.2 F y‖ ^ 2 := by
    intro y
    have h1 := (pow_le_pow_left₀ (norm_nonneg _)
      (norm_sum_le S fun p => antiPart p.1 p.2 F y) 2).trans sq_sum_le_card_mul_sum_sq
    unfold meanProj
    rw [norm_div, Complex.norm_natCast, div_pow]
    calc _ = ‖∑ p ∈ S, antiPart p.1 p.2 F y‖ ^ 2 / (S.card : ℝ) := by field_simp
      _ ≤ _ := by rw [div_le_iff₀ hc]; linarith
  have h2 : (S.card : ℝ) * orbitWeight (meanProj S F) x
      ≤ ∑ p ∈ S, orbitWeight (antiPart p.1 p.2 F) x := by
    unfold orbitWeight
    rw [Finset.mul_sum, Finset.sum_comm]
    exact Finset.sum_le_sum fun s _ => conv _
  have h3 : ∑ p ∈ S, orbitWeight (antiPart p.1 p.2 F) x
      + ∑ p ∈ S, orbitWeight (symPart p.1 p.2 F) x = S.card * orbitWeight F x := by
    rw [← Finset.sum_add_distrib]
    simp only [orbitWeight_split, Finset.sum_const, nsmul_eq_mul]
  linarith
```

## (c) Decay of the even parts

Let $G_n=L^nF$, written `(meanProj S)^[n] F`. For each $p\in S$, show that
$$(B_pG_n)(x)\to0.$$

**Solution.** Let $w_n=W_{G_n}(x)$. One term of a sum of nonnegative terms is at most the sum, so (b) gives
$$|(B_pG_n)(x)|^2\le|S|\,(w_n-w_{n+1}).$$
Thus $w_n$ decreases. It is bounded below by 0, so it converges and the right side tends to zero. Lean calls this inequality `step`, takes the square root and squeezes.

```lean
/-- Under iteration of `L`, the exchange-even part for each pair in `S` dies out pointwise. -/
theorem tendsto_symPart {S : Finset (Fin N × Fin N)} {p : Fin N × Fin N} (hp : p ∈ S)
    (F : (Fin N → X) → ℂ) (x : Fin N → X) :
    Tendsto (fun n => symPart p.1 p.2 ((meanProj S)^[n] F) x) atTop (𝓝 0) := by
  have hc : (0 : ℝ) < S.card := by exact_mod_cast Finset.card_pos.2 ⟨p, hp⟩
  have hW : ∀ (G : (Fin N → X) → ℂ) y, 0 ≤ orbitWeight G y :=
    fun G y => Finset.sum_nonneg fun s _ => sq_nonneg _
  have hle : ∀ (G : (Fin N → X) → ℂ) y, ‖G y‖ ^ 2 ≤ orbitWeight G y := by
    intro G y
    have h := Finset.single_le_sum (f := fun s : Perm (Fin N) => ‖G (y ∘ s)‖ ^ 2)
      (fun s _ => sq_nonneg _) (Finset.mem_univ (1 : Perm (Fin N)))
    simp only [Perm.coe_one, Function.comp_id] at h
    exact h
  let a : ℕ → ℝ := fun n => orbitWeight ((meanProj S)^[n] F) x
  have step : ∀ n, S.card * a (n + 1) + ‖symPart p.1 p.2 ((meanProj S)^[n] F) x‖ ^ 2
      ≤ S.card * a n := by
    intro n
    change (S.card : ℝ) * orbitWeight ((meanProj S)^[n + 1] F) x + _
      ≤ S.card * orbitWeight ((meanProj S)^[n] F) x
    rw [Function.iterate_succ_apply']
    generalize (meanProj S)^[n] F = G
    have h2 : orbitWeight (symPart p.1 p.2 G) x
        ≤ ∑ q ∈ S, orbitWeight (symPart q.1 q.2 G) x :=
      Finset.single_le_sum (f := fun q : Fin N × Fin N => orbitWeight (symPart q.1 q.2 G) x)
        (fun q _ => hW _ _) hp
    linarith [orbitWeight_meanProj_le ⟨p, hp⟩ G x, hle (symPart p.1 p.2 G) x]
  -- the weights decrease to a limit, so their successive differences vanish
  have anti : Antitone a := antitone_nat_of_succ_le fun n =>
    le_of_mul_le_mul_left
      (by linarith [step n, sq_nonneg ‖symPart p.1 p.2 ((meanProj S)^[n] F) x‖]) hc
  have lim := tendsto_atTop_ciInf anti ⟨0, by rintro _ ⟨n, rfl⟩; exact hW _ _⟩
  have hd := ((lim.sub (lim.comp (tendsto_add_atTop_nat 1))).const_mul (S.card : ℝ)).sqrt
  rw [sub_self, mul_zero, Real.sqrt_zero] at hd
  refine squeeze_zero_norm (fun n => ?_) hd
  refine (le_abs_self _).trans (Real.abs_le_sqrt ?_)
  change _ ≤ (S.card : ℝ) * (a n - a (n + 1))
  linarith [step n]
```

## (d) Antisymmetry in the limit

Suppose each pair in $S$ has distinct members (`hne`) and the exchanges generate all permutations (`hgen`). Show for every $s$ that
$$D_s^n(x):=\varepsilon_sG_n(x\circ s)-G_n(x)\to0.$$

**Solution.** For an exchange in $S$, $\varepsilon_s=-1$ and $D_s^n=-2B_pG_n$, so (c) applies. For the identity, $D_s^n=0$. Products and inverses follow from
$$D_{st}^n(x)=\varepsilon_sD_t^n(x\circ s)+D_s^n(x),\qquad D_{s^{-1}}^n(x)=-\varepsilon_sD_s^n(x\circ s^{-1}).$$
These are the four cases of `closure_induction`.

```lean
/-- If the pairs in `S` are distinct particles whose exchanges generate all permutations, the
iterates of `L` become antisymmetric under every permutation in the limit. -/
theorem tendsto_relabel {S : Finset (Fin N × Fin N)} (hne : ∀ p ∈ S, p.1 ≠ p.2)
    (hgen : Generates S) (F : (Fin N → X) → ℂ) (s : Perm (Fin N)) (x : Fin N → X) :
    Tendsto (fun n => parity s * (meanProj S)^[n] F (x ∘ s) - (meanProj S)^[n] F x)
      atTop (𝓝 0) := by
  have hs : s ∈ Subgroup.closure {s : Perm (Fin N) | ∃ p ∈ S, s = swap p.1 p.2} := by
    rw [show Subgroup.closure _ = ⊤ from hgen]
    exact Subgroup.mem_top s
  induction hs using Subgroup.closure_induction generalizing x with
  | mem s hs =>
    obtain ⟨p, hp, rfl⟩ := hs
    have h := (tendsto_symPart hp F x).const_mul (-2 : ℂ)
    rw [mul_zero] at h
    refine h.congr fun n => ?_
    have hsg : parity (swap p.1 p.2) = -1 := by simp [parity, Perm.sign_swap (hne p hp)]
    rw [hsg, symPart]
    ring
  | one => simp [parity]
  | mul s t _ _ ihs iht =>
    have h := ((iht (x ∘ s)).const_mul (parity s)).add (ihs x)
    rw [mul_zero, add_zero] at h
    refine h.congr fun n => ?_
    have hst : parity (s * t) = parity s * parity t := by simp [parity]
    rw [hst, Perm.coe_mul, ← Function.comp_assoc]
    ring
  | inv s _ ih =>
    have h := (ih (x ∘ ⇑s⁻¹)).const_mul (-parity s)
    rw [mul_zero] at h
    refine h.congr fun n => ?_
    have hx : (x ∘ ⇑s⁻¹) ∘ ⇑s = x := by funext k; simp
    have hi : parity s⁻¹ = parity s := by simp [parity]
    have hq : parity s * parity s = 1 := by
      rcases Int.units_eq_one_or (Perm.sign s) with h | h <;> simp [parity, h]
    rw [hx, hi]
    linear_combination (-(meanProj S)^[n] F x) * hq
```

## (e) What a step preserves

For nonempty $S$ with distinct members in each pair, show that
$$\mathrm{Asym}(LF)=\mathrm{Asym}\,F.$$

**Solution.** For one pair,
$$\mathrm{Asym}(A_pF)(x)=\frac1{2N!}\sum_s\varepsilon_s\bigl[F(x\circ s)-F(x\circ s\circ\tau)\bigr].$$
Put $s'=s\tau$ in the second term. Since $\varepsilon_s=-\varepsilon_{s'}$, it equals the first, and the total is $\mathrm{Asym}\,F(x)$. Averaging over $S$ changes nothing. The substitution is `r` in the code.

```lean
/-- Averaging the pair projectors over a nonempty set of pairs of distinct particles leaves the
antisymmetrized function unchanged: `Asym (L F) = Asym F`. -/
theorem asym_meanProj {S : Finset (Fin N × Fin N)} (hS : S.Nonempty)
    (hne : ∀ p ∈ S, p.1 ≠ p.2) (F : (Fin N → X) → ℂ) : asym (meanProj S F) = asym F := by
  funext x
  have hc : (S.card : ℂ) ≠ 0 := by exact_mod_cast hS.card_pos.ne'
  have hp : ∀ p ∈ S, ∑ s : Perm (Fin N), parity s * antiPart p.1 p.2 F (x ∘ s)
      = ∑ s : Perm (Fin N), parity s * F (x ∘ s) := by
    intro p hp
    -- relabelling the sum by the exchange changes its sign
    have r : ∑ s : Perm (Fin N), parity (s * swap p.1 p.2) * F ((x ∘ s) ∘ swap p.1 p.2)
        = ∑ s : Perm (Fin N), parity s * F (x ∘ s) :=
      Equiv.sum_comp (Equiv.mulRight (swap p.1 p.2))
        (fun s : Perm (Fin N) => parity s * F (x ∘ s))
    have hsg : ∀ s : Perm (Fin N), parity (s * swap p.1 p.2) = -parity s := by
      intro s
      simp [parity, Perm.sign_swap (hne p hp)]
    simp only [hsg, neg_mul, Finset.sum_neg_distrib] at r
    calc _ = ∑ s : Perm (Fin N),
          (parity s * F (x ∘ s) - parity s * F ((x ∘ s) ∘ swap p.1 p.2)) / 2 :=
          Finset.sum_congr rfl fun s _ => by simp only [antiPart]; ring
      _ = _ := by
          rw [← Finset.sum_div, Finset.sum_sub_distrib]
          linear_combination r / 2
  simp only [asym]
  congr 1
  calc _ = (∑ p ∈ S, ∑ s : Perm (Fin N), parity s * antiPart p.1 p.2 F (x ∘ s)) / S.card := by
        rw [Finset.sum_comm, Finset.sum_div]
        refine Finset.sum_congr rfl fun s _ => ?_
        rw [← Finset.mul_sum, meanProj, mul_div_assoc]
    _ = _ := by
        rw [Finset.sum_congr rfl hp, Finset.sum_const, nsmul_eq_mul, mul_div_cancel_left₀ _ hc]
```

## (f) The limit identified

Under the hypotheses of (d) and (e), show for every $F$ and $x$ that
$$(L^nF)(x)\to(\mathrm{Asym}\,F)(x).$$

**Solution.** Average (d) over the $N!$ permutations. By (e), applied $n$ times (`hA`),
$$\frac1{N!}\sum_sD_s^n(x)=\mathrm{Asym}\,G_n(x)-G_n(x)=\mathrm{Asym}\,F(x)-G_n(x).$$
The left side is a finite sum of terms tending to zero.

```lean
/-- For a nonempty set of pairs of distinct particles whose exchanges generate all permutations,
`L^n F` converges pointwise to `Asym F`. -/
theorem tendsto_asym {S : Finset (Fin N × Fin N)} (hS : S.Nonempty)
    (hne : ∀ p ∈ S, p.1 ≠ p.2) (hgen : Generates S) (F : (Fin N → X) → ℂ) (x : Fin N → X) :
    Tendsto (fun n => (meanProj S)^[n] F x) atTop (𝓝 (asym F x)) := by
  have hA : ∀ n, asym ((meanProj S)^[n] F) = asym F := by
    intro n
    induction n with
    | zero => rfl
    | succ n ih => rw [Function.iterate_succ_apply', asym_meanProj hS hne, ih]
  have hN : (N.factorial : ℂ) ≠ 0 := by exact_mod_cast N.factorial_ne_zero
  -- average the asymptotic antisymmetry over all permutations
  have h : Tendsto (fun n => ∑ s : Perm (Fin N),
      (parity s * (meanProj S)^[n] F (x ∘ s) - (meanProj S)^[n] F x)) atTop
      (𝓝 (∑ _s : Perm (Fin N), (0 : ℂ))) :=
    tendsto_finsetSum _ fun s _ => tendsto_relabel hne hgen F s x
  have h' := (tendsto_const_nhds (x := asym F x)).sub (h.div_const (N.factorial : ℂ))
  rw [Finset.sum_const_zero, zero_div, sub_zero] at h'
  refine h'.congr fun n => ?_
  rw [← hA n, Finset.sum_sub_distrib, Finset.sum_const, Finset.card_univ, Fintype.card_perm,
    Fintype.card_fin, nsmul_eq_mul, sub_div, mul_div_cancel_left₀ _ hN, asym]
  ring
```

A nonempty set of pairs with distinct members is not enough. For three particles and $S=\{(0,1)\}$, $L$ is a single projector, so $L^nF=LF$ for $n\ge1$. The opening trial function then stays at $\tfrac12$ on $(a,b,c)$, where $\mathrm{Asym}\,F=\tfrac16$.

The limit is taken at each configuration separately. Passing to square-integrable wavefunctions and convergence in norm needs a further argument.

## (g) All pairs

For $N\ge2$ and $S=\{(i,j):i<j\}$, show that
$$\Bigl[\tbinom N2^{-1}\sum_{i<j}\tfrac{1-P_{ij}}2\Bigr]^nF(x)\to\mathrm{Asym}\,F(x).$$

**Solution.** $S$ contains $(0,1)$, and its pairs have distinct members. Every exchange comes from a pair in $S$, because $P_{ij}=P_{ji}$, and exchanges generate all permutations (`Perm.closure_isSwap`). Apply (f).

```lean
/-- For at least two particles, iterating the average of `(1 - P_ij)/2` over all pairs `i < j`
converges pointwise to the antisymmetrizer. -/
theorem tendsto_asym_allPairs (hN : 2 ≤ N) (F : (Fin N → X) → ℂ) (x : Fin N → X) :
    Tendsto (fun n => (meanProj (Finset.univ.filter fun p : Fin N × Fin N => p.1 < p.2))^[n] F x)
      atTop (𝓝 (asym F x)) := by
  refine tendsto_asym ⟨(⟨0, by omega⟩, ⟨1, by omega⟩), by simp⟩
    (fun p hp => (Finset.mem_filter.1 hp).2.ne) ?_ F x
  rw [Generates, eq_top_iff, ← Perm.closure_isSwap]
  refine Subgroup.closure_mono ?_
  rintro s ⟨i, j, hij, rfl⟩
  rcases lt_or_gt_of_ne hij with h | h
  · exact ⟨(i, j), by simpa using h, rfl⟩
  · exact ⟨(j, i), by simpa using h, swap_comm i j⟩
```

## (h) Neighbours only

For $m+2$ particles with $m\ge0$, show that
$$\Bigl[\tfrac1{m+1}\sum_{i=0}^{m}\tfrac{1-P_{i,i+1}}2\Bigr]^nF(x)\to\mathrm{Asym}\,F(x).$$

**Solution.** For $i<j$, the swaps satisfy $(i\;j{+}1)=(j\;j{+}1)(i\;j)(j\;j{+}1)$. By induction on the distance, neighbouring swaps generate all swaps, hence all permutations, and (f) applies. Lean takes the generation from Mathlib and writes the pair as `(i.castSucc, i.succ)`.

```lean
/-- For `m + 2` particles, averaging only over the neighbouring pairs `(i, i+1)` gives the same
pointwise limit `Asym F`. -/
theorem tendsto_asym_neighbours (m : ℕ) (F : (Fin (m + 2) → X) → ℂ) (x : Fin (m + 2) → X) :
    Tendsto (fun n => (meanProj (Finset.univ.image
      fun i : Fin (m + 1) => (i.castSucc, i.succ)))^[n] F x) atTop (𝓝 (asym F x)) := by
  refine tendsto_asym (Finset.univ_nonempty.image _) ?_ ?_ F x
  · intro p hp
    obtain ⟨i, _, rfl⟩ := Finset.mem_image.1 hp
    exact (Fin.castSucc_lt_succ (i := i)).ne
  · rw [Generates, eq_top_iff]
    intro s _
    have hs : s ∈ Submonoid.closure
        (Set.range fun i : Fin (m + 1) => swap i.castSucc i.succ) := by
      rw [Perm.mclosure_swap_castSucc_succ]
      exact Submonoid.mem_top s
    refine (Submonoid.closure_le (S := (Subgroup.closure _).toSubmonoid)).2 ?_ hs
    rintro _ ⟨i, rfl⟩
    exact Subgroup.subset_closure
      ⟨(i.castSucc, i.succ), Finset.mem_image_of_mem _ (Finset.mem_univ i), rfl⟩
```

## (i) Coinciding particles

Let $p=(i,j)\in S$ and $x_i=x_j$. Without assuming that $S$ generates all permutations, show that
$$(L^nF)(x)\to0.$$

**Solution.** The swap leaves $x$ unchanged (`hsw`), so $(B_pG_n)(x)=G_n(x)$, which tends to zero by (c). This is the Pauli zero at equal position and spin, reached in the limit.

```lean
/-- Where the two particles of a pair in `S` have equal coordinates, `L^n F` tends to zero. -/
theorem tendsto_zero_of_coincidence {S : Finset (Fin N × Fin N)} {p : Fin N × Fin N}
    (hp : p ∈ S) (F : (Fin N → X) → ℂ) (x : Fin N → X) (hx : x p.1 = x p.2) :
    Tendsto (fun n => (meanProj S)^[n] F x) atTop (𝓝 0) := by
  have hsw : x ∘ swap p.1 p.2 = x := by
    funext k
    simp only [Function.comp_apply, swap_apply_def]
    split_ifs <;> simp_all
  refine (tendsto_symPart hp F x).congr fun n => ?_
  rw [symPart, hsw]
  ring

end

end AntisymmetrizerByPairProjections
```

```lean
#print axioms AntisymmetrizerByPairProjections.tendsto_asym_allPairs
#print axioms AntisymmetrizerByPairProjections.tendsto_asym_neighbours
#print axioms AntisymmetrizerByPairProjections.tendsto_zero_of_coincidence
```

```
'AntisymmetrizerByPairProjections.tendsto_asym_allPairs' depends on axioms: [propext, Classical.choice, Quot.sound]
'AntisymmetrizerByPairProjections.tendsto_asym_neighbours' depends on axioms: [propext, Classical.choice, Quot.sound]
'AntisymmetrizerByPairProjections.tendsto_zero_of_coincidence' depends on axioms: [propext, Classical.choice, Quot.sound]
```
